# Above all poles, the linearised quasiparticle energy never exceeds the full solution when the pole strengths are positive

## Can a tangent step serve as a lower bracket?

After a one-shot GW calculation I replace the self-energy by its tangent at the mean-field energy and read off a linearised quasiparticle energy. I would like to use that number as the lower end of a bracket when I search for the root of the full equation $w = e + S(w)$. In my model all poles of $S$ lie below the root and have positive strength. My doubt is about the starting point. If the mean-field energy is below the root, I can believe that the step falls short. If it is above the root, shouldn't the step stop short on the other side and leave me too high?

## The error is a sum of positive terms

No: the step from above overshoots, and the linearised energy is too low from either side. Let

$$S(w)=\sum_k \frac{a_k}{w-d_k},\qquad Z(w)=\frac{1}{1-S'(w)},$$

with finitely many poles $d_k$ and strengths $a_k>0$. Let $w_*$ solve $w_*=e+S(w_*)$, let $w_0$ be the start, and let $w_1=w_0+Z(w_0)\,(e+S(w_0)-w_0)$ be the linearised energy.

Termwise differentiation gives $S'(w_0)=-L$ with $L=\sum_k a_k/(w_0-d_k)^2\ge 0$. Hence $Z=Z(w_0)=1/(1+L)$ and $0<Z\le 1$. Write $h=w_*-w_0$ and insert $e=w_*-S(w_*)$:

$$w_*-w_1=h-Z\,\bigl(h-S(w_*)+S(w_0)\bigr).$$

Since $Z(1+L)=1$, the first $h$ equals $Z(h+hL)$, so

$$w_*-w_1=Z\,\bigl(S(w_*)-S(w_0)+hL\bigr).$$

For one pole, set $x=w_0-d_k$ and $y=w_*-d_k$, so that $h=y-x$. Then

$$\frac1y-\frac1x+\frac{h}{x^2}=-\frac{h}{xy}+\frac{h}{x^2}=\frac{h^2}{x^2y}.$$

Summing over the poles gives the exact error:

$$w_*-w_1=Z(w_0)\sum_k\frac{a_k\,(w_*-w_0)^2}{(w_0-d_k)^2\,(w_*-d_k)}.$$

The displacement enters squared, so the side from which you start has no influence on the sign. With $w_*$ above every pole, every term is positive if $w_0\ne w_*$. With $w_*$ below every pole, every term is negative and the linearised energy is too high.

With a single pole $d$ of strength $a$, the error is $a h^2/\bigl[((w_0-d)^2+a)(w_*-d)\bigr]$. For the solution $w_*$ above the pole, as $a\to0$ at fixed $e>d$ and fixed $w_0>d$, it vanishes and both $w_*$ and $w_1$ tend to $e$.

**Repeating the step.** Suppose the start lies above the poles and $w_0\le w_*$. Then $0\le h/(w_*-d_k)\le1$, and the error formula gives

$$0\le w_*-w_1\le ZLh=(1-Z)h.$$

The step therefore moves up, or stays put, without passing $w_*$. Above the poles $Z$ does not decrease with $w$, so later steps contract at least as well. If $w_n$ is the energy after $n$ steps, then $w_*-w_n\le(1-Z(w_0))^n(w_*-w_0)$, which tends to zero.

**A start above the root.** Take $a=1$, $d=0$, $e=-3/2$. Then $w_*=1/2$ is a solution. From $w_0=2$ one has $Z=4/5$ and $w_1=2-\tfrac45\cdot3=-2/5$. This is below $w_*$, as it must be, but also below the pole, and further steps from there descend to the other solution, $-2$. Convergence to $w_*$ is therefore not guaranteed for a start above the root. As a bracket end, such a value has a pole between it and the root.

The same numbers show what fails if the solution may lie anywhere off the poles. The equation also has the solution $-2$, below the pole, and the linearised energy $-2/5$ from $w_0=2$ lies above it.

**What the formal statement says.** The finite type `ι` labels the poles, and `a` and `d` are their real strengths and positions. `selfEnergy` is $S$, `weight` is $Z$, defined through Mathlib's derivative `deriv`, and `linearisedEnergy a d e w0` is $w_1$. The number `e` stands for the energy-independent part of the quasiparticle equation, and `ws` is $w_*$.

The main theorem, `linearisedEnergy_lt`, assumes at least one pole (`[Nonempty ι]`), positive strengths (`ha`), start and solution above every pole (`h0`, `hs`), the quasiparticle equation (`hroot`) and `w0 ≠ ws` (`hne`). It concludes `linearisedEnergy a d e w0 < ws`. That a solution exists is assumed.

The model is one diagonal element of a real self-energy with finitely many poles and no broadening. In GW the poles usually lie on both sides of a frontier level. The error formula `linearisation_error` still applies to such a pole sum, but its terms then have mixed signs and your lower bracket is not guaranteed.

In Lean 4 with Mathlib:

```lean
import Mathlib

open Filter Topology

namespace LinearisedQuasiparticle

noncomputable section

variable {ι : Type*} [Fintype ι]

/-- The self-energy `S(w) = ∑ a_k / (w - d_k)` with pole strengths `a_k` and pole positions `d_k`,
for `w` away from the poles. -/
def selfEnergy (a d : ι → ℝ) (w : ℝ) : ℝ := ∑ k, a k / (w - d k)

/-- The quasiparticle weight `Z(w) = 1 / (1 - S'(w))`, for `w` away from the poles and
`S'(w) ≠ 1`. -/
def weight (a d : ι → ℝ) (w : ℝ) : ℝ := 1 / (1 - deriv (selfEnergy a d) w)

/-- The linearised quasiparticle energy `w + Z(w) (e + S(w) - w)` obtained from the starting
energy `w`, for `w` away from the poles and `S'(w) ≠ 1`. -/
def linearisedEnergy (a d : ι → ℝ) (e w : ℝ) : ℝ :=
  w + weight a d w * (e + selfEnergy a d w - w)

/-- Away from the poles the self-energy has the slope `-∑ a_k / (w - d_k)²`. -/
theorem hasDerivAt_selfEnergy (a d : ι → ℝ) {w : ℝ} (h : ∀ k, w ≠ d k) :
    HasDerivAt (selfEnergy a d) (-∑ k, a k / (w - d k) ^ 2) w := by
  have hk : ∀ k ∈ Finset.univ,
      HasDerivAt (fun x => a k / (x - d k)) (-(a k / (w - d k) ^ 2)) w := by
    intro k _
    refine ((hasDerivAt_const w (a k)).fun_div ((hasDerivAt_id' w).sub_const (d k))
      (sub_ne_zero.2 (h k))).congr_deriv ?_
    ring
  rw [← Finset.sum_neg_distrib]
  exact HasDerivAt.fun_sum hk

/-- Away from the poles the quasiparticle weight is `1 / (1 + ∑ a_k / (w - d_k)²)`. -/
theorem weight_eq (a d : ι → ℝ) {w : ℝ} (h : ∀ k, w ≠ d k) :
    weight a d w = 1 / (1 + ∑ k, a k / (w - d k) ^ 2) := by
  rw [weight, (hasDerivAt_selfEnergy a d h).deriv, sub_neg_eq_add]

/-- For nonnegative pole strengths and away from the poles, the quasiparticle weight is positive
and at most one. -/
theorem weight_pos_le_one {a d : ι → ℝ} {w : ℝ} (ha : ∀ k, 0 ≤ a k) (h : ∀ k, w ≠ d k) :
    0 < weight a d w ∧ weight a d w ≤ 1 := by
  have hL : 0 ≤ ∑ k, a k / (w - d k) ^ 2 :=
    Finset.sum_nonneg fun k _ => div_nonneg (ha k) (sq_nonneg _)
  rw [weight_eq a d h]
  refine ⟨by positivity, ?_⟩
  rw [div_le_one (by positivity)]
  linarith

/-- Exact error of the linearised energy, for nonnegative pole strengths and any solution `ws` of
`w = e + S(w)`, with `ws` and the starting energy `w0` away from the poles. -/
theorem linearisation_error {a d : ι → ℝ} {e w0 ws : ℝ} (ha : ∀ k, 0 ≤ a k)
    (h0 : ∀ k, w0 ≠ d k) (hs : ∀ k, ws ≠ d k) (hroot : ws = e + selfEnergy a d ws) :
    ws - linearisedEnergy a d e w0 =
      weight a d w0 * ∑ k, a k * (ws - w0) ^ 2 / ((w0 - d k) ^ 2 * (ws - d k)) := by
  have hL : 0 ≤ ∑ k, a k / (w0 - d k) ^ 2 :=
    Finset.sum_nonneg fun k _ => div_nonneg (ha k) (sq_nonneg _)
  have hZ : weight a d w0 * (1 + ∑ k, a k / (w0 - d k) ^ 2) = 1 := by
    rw [weight_eq a d h0]
    exact one_div_mul_cancel (by positivity)
  -- the sum is the remainder of the first-order expansion of `S` about `w0`
  have key : ∑ k, a k * (ws - w0) ^ 2 / ((w0 - d k) ^ 2 * (ws - d k)) =
      selfEnergy a d ws - selfEnergy a d w0 + (ws - w0) * ∑ k, a k / (w0 - d k) ^ 2 := by
    unfold selfEnergy
    rw [Finset.mul_sum, ← Finset.sum_sub_distrib, ← Finset.sum_add_distrib]
    refine Finset.sum_congr rfl fun k _ => ?_
    have h1 := sub_ne_zero.2 (h0 k)
    have h2 := sub_ne_zero.2 (hs k)
    field_simp
    ring
  rw [key, linearisedEnergy]
  linear_combination (-(ws - w0)) * hZ + weight a d w0 * hroot

/-- For positive pole strengths and at least one pole, let `ws` solve `w = e + S(w)` above every
pole. From any other starting energy above every pole, the linearised energy is strictly below
`ws`. -/
theorem linearisedEnergy_lt [Nonempty ι] {a d : ι → ℝ} {e w0 ws : ℝ} (ha : ∀ k, 0 < a k)
    (h0 : ∀ k, d k < w0) (hs : ∀ k, d k < ws) (hroot : ws = e + selfEnergy a d ws)
    (hne : w0 ≠ ws) : linearisedEnergy a d e w0 < ws := by
  have herr := linearisation_error (fun k => (ha k).le) (fun k => (h0 k).ne')
    (fun k => (hs k).ne') hroot
  have hZ := (weight_pos_le_one (fun k => (ha k).le) (fun k => (h0 k).ne')).1
  have hd : ws - w0 ≠ 0 := sub_ne_zero.2 hne.symm
  -- above the poles every term of the error is positive
  have hsum : 0 < ∑ k, a k * (ws - w0) ^ 2 / ((w0 - d k) ^ 2 * (ws - d k)) := by
    refine Finset.sum_pos (fun k _ => ?_) Finset.univ_nonempty
    have h1 := ha k
    have h2 := sub_pos.2 (h0 k)
    have h3 := sub_pos.2 (hs k)
    positivity
  have := mul_pos hZ hsum
  linarith

/-- For positive pole strengths and at least one pole, let `ws` solve `w = e + S(w)` below every
pole. From any other starting energy below every pole, the linearised energy is strictly above
`ws`. -/
theorem lt_linearisedEnergy [Nonempty ι] {a d : ι → ℝ} {e w0 ws : ℝ} (ha : ∀ k, 0 < a k)
    (h0 : ∀ k, w0 < d k) (hs : ∀ k, ws < d k) (hroot : ws = e + selfEnergy a d ws)
    (hne : w0 ≠ ws) : ws < linearisedEnergy a d e w0 := by
  have herr := linearisation_error (fun k => (ha k).le) (fun k => (h0 k).ne)
    (fun k => (hs k).ne) hroot
  have hZ := (weight_pos_le_one (fun k => (ha k).le) (fun k => (h0 k).ne)).1
  have hd : ws - w0 ≠ 0 := sub_ne_zero.2 hne.symm
  -- below the poles every term of the error is negative
  have hsum : 0 < ∑ k, -(a k * (ws - w0) ^ 2 / ((w0 - d k) ^ 2 * (ws - d k))) := by
    refine Finset.sum_pos (fun k _ => ?_) Finset.univ_nonempty
    have h1 := ha k
    have h2 : w0 - d k ≠ 0 := sub_ne_zero.2 (h0 k).ne
    exact neg_pos.2 (div_neg_of_pos_of_neg (by positivity)
      (mul_neg_of_pos_of_neg (by positivity) (sub_neg.2 (hs k))))
  rw [Finset.sum_neg_distrib] at hsum
  have := mul_pos hZ hsum
  linarith

/-- For nonnegative pole strengths and a start `w0` above every pole and not above the solution
`ws`, the linearised energy lies between `w0` and `ws`, and the error shrinks at least by the
factor `1 - Z(w0)`. -/
theorem linearised_step {a d : ι → ℝ} {e w0 ws : ℝ} (ha : ∀ k, 0 ≤ a k)
    (h0 : ∀ k, d k < w0) (hle : w0 ≤ ws) (hroot : ws = e + selfEnergy a d ws) :
    w0 ≤ linearisedEnergy a d e w0 ∧ linearisedEnergy a d e w0 ≤ ws ∧
      ws - linearisedEnergy a d e w0 ≤ (1 - weight a d w0) * (ws - w0) := by
  have hs : ∀ k, d k < ws := fun k => (h0 k).trans_le hle
  have herr := linearisation_error ha (fun k => (h0 k).ne') (fun k => (hs k).ne') hroot
  have hZ := (weight_pos_le_one ha (fun k => (h0 k).ne')).1
  have hh : 0 ≤ ws - w0 := sub_nonneg.2 hle
  have hL : 0 ≤ ∑ k, a k / (w0 - d k) ^ 2 :=
    Finset.sum_nonneg fun k _ => div_nonneg (ha k) (sq_nonneg _)
  have hZL : weight a d w0 * (1 + ∑ k, a k / (w0 - d k) ^ 2) = 1 := by
    rw [weight_eq a d (fun k => (h0 k).ne')]
    exact one_div_mul_cancel (by positivity)
  have hnonneg : 0 ≤ ∑ k, a k * (ws - w0) ^ 2 / ((w0 - d k) ^ 2 * (ws - d k)) :=
    Finset.sum_nonneg fun k _ => div_nonneg (mul_nonneg (ha k) (sq_nonneg _))
      (mul_nonneg (sq_nonneg _) (sub_pos.2 (hs k)).le)
  -- each term is bounded using `(ws - w0) / (ws - d_k) ≤ 1`
  have hsum : ∑ k, a k * (ws - w0) ^ 2 / ((w0 - d k) ^ 2 * (ws - d k)) ≤
      (∑ k, a k / (w0 - d k) ^ 2) * (ws - w0) := by
    rw [Finset.sum_mul]
    refine Finset.sum_le_sum fun k _ => ?_
    have h2 := sub_pos.2 (h0 k)
    have h3 := sub_pos.2 (hs k)
    have hq : (ws - w0) / (ws - d k) ≤ 1 := (div_le_one h3).2 (by linarith)
    calc a k * (ws - w0) ^ 2 / ((w0 - d k) ^ 2 * (ws - d k))
        = a k / (w0 - d k) ^ 2 * (ws - w0) * ((ws - w0) / (ws - d k)) := by
          rw [div_mul_eq_mul_div, div_mul_div_comm]
          ring
      _ ≤ a k / (w0 - d k) ^ 2 * (ws - w0) :=
          mul_le_of_le_one_right (mul_nonneg (div_nonneg (ha k) (sq_nonneg _)) hh) hq
  have h1 := mul_nonneg hZ.le hnonneg
  have h2 := mul_le_mul_of_nonneg_left hsum hZ.le
  have h3 : weight a d w0 * ((∑ k, a k / (w0 - d k) ^ 2) * (ws - w0)) =
      (1 - weight a d w0) * (ws - w0) := by
    linear_combination (ws - w0) * hZL
  have h4 := mul_nonneg hZ.le hh
  exact ⟨by linarith, by linarith, by linarith⟩

/-- For nonnegative pole strengths and a start `w0` above every pole and not above the solution
`ws`, the `n`-times repeated linearisation stays between `w0` and `ws`, with error at most
`(1 - Z(w0))^n (ws - w0)`. -/
theorem iterate_bound {a d : ι → ℝ} {e w0 ws : ℝ} (ha : ∀ k, 0 ≤ a k)
    (h0 : ∀ k, d k < w0) (hle : w0 ≤ ws) (hroot : ws = e + selfEnergy a d ws) (n : ℕ) :
    w0 ≤ (linearisedEnergy a d e)^[n] w0 ∧ (linearisedEnergy a d e)^[n] w0 ≤ ws ∧
      ws - (linearisedEnergy a d e)^[n] w0 ≤ (1 - weight a d w0) ^ n * (ws - w0) := by
  induction n with
  | zero => simp [hle]
  | succ n ih =>
    rw [Function.iterate_succ_apply']
    generalize (linearisedEnergy a d e)^[n] w0 = v at ih ⊢
    obtain ⟨i1, i2, i3⟩ := ih
    have hv : ∀ k, d k < v := fun k => (h0 k).trans_le i1
    obtain ⟨s1, s2, s3⟩ := linearised_step ha hv i2 hroot
    -- the weight at `v` is at least the weight at `w0`, since `v` is not below `w0`
    have hmono : weight a d w0 ≤ weight a d v := by
      rw [weight_eq a d (fun k => (h0 k).ne'), weight_eq a d (fun k => (hv k).ne')]
      have hL : 0 ≤ ∑ k, a k / (v - d k) ^ 2 :=
        Finset.sum_nonneg fun k _ => div_nonneg (ha k) (sq_nonneg _)
      have hc : ∑ k, a k / (v - d k) ^ 2 ≤ ∑ k, a k / (w0 - d k) ^ 2 :=
        Finset.sum_le_sum fun k _ => div_le_div_of_nonneg_left (ha k)
          (pow_pos (sub_pos.2 (h0 k)) 2)
          (pow_le_pow_left₀ (sub_pos.2 (h0 k)).le (by linarith) 2)
      exact one_div_le_one_div_of_le (by positivity) (by linarith)
    have hZ := (weight_pos_le_one ha (fun k => (h0 k).ne')).2
    refine ⟨i1.trans s1, s2, ?_⟩
    calc ws - linearisedEnergy a d e v ≤ (1 - weight a d v) * (ws - v) := s3
      _ ≤ (1 - weight a d w0) * (ws - v) :=
          mul_le_mul_of_nonneg_right (by linarith) (by linarith)
      _ ≤ (1 - weight a d w0) * ((1 - weight a d w0) ^ n * (ws - w0)) :=
          mul_le_mul_of_nonneg_left i3 (by linarith)
      _ = (1 - weight a d w0) ^ (n + 1) * (ws - w0) := by ring

/-- For nonnegative pole strengths and a start above every pole and not above the solution `ws`,
repeated linearisation converges to `ws`. -/
theorem iterate_tendsto {a d : ι → ℝ} {e w0 ws : ℝ} (ha : ∀ k, 0 ≤ a k)
    (h0 : ∀ k, d k < w0) (hle : w0 ≤ ws) (hroot : ws = e + selfEnergy a d ws) :
    Tendsto (fun n => (linearisedEnergy a d e)^[n] w0) atTop (𝓝 ws) := by
  obtain ⟨hp, h1⟩ := weight_pos_le_one ha (fun k => (h0 k).ne')
  have hlim : Tendsto (fun n : ℕ => ws - (1 - weight a d w0) ^ n * (ws - w0)) atTop (𝓝 ws) := by
    have h := ((tendsto_pow_atTop_nhds_zero_of_lt_one (sub_nonneg.2 h1)
      (by linarith : 1 - weight a d w0 < 1)).mul_const (ws - w0)).const_sub ws
    rwa [zero_mul, sub_zero] at h
  exact tendsto_of_tendsto_of_tendsto_of_le_of_le hlim tendsto_const_nhds
    (fun n => sub_le_comm.1 (iterate_bound ha h0 hle hroot n).2.2)
    (fun n => (iterate_bound ha h0 hle hroot n).2.1)

/-- One pole of unit strength at zero, with `e = -3/2`: the energy `1/2` solves `w = e + S(w)`,
and the linearised energy from the start `2` is `-2/5`, on the other side of the pole. -/
theorem overshoot_example :
    (1 / 2 : ℝ) = -3 / 2 + selfEnergy (fun _ : Fin 1 => 1) (fun _ => 0) (1 / 2) ∧
      linearisedEnergy (fun _ : Fin 1 => 1) (fun _ => 0) (-3 / 2) 2 = -2 / 5 := by
  have h : ∀ k : Fin 1, (2 : ℝ) ≠ (fun _ : Fin 1 => (0 : ℝ)) k := fun _ => two_ne_zero
  constructor
  · norm_num [selfEnergy]
  · rw [linearisedEnergy, weight_eq _ _ h]
    norm_num [selfEnergy]

end

end LinearisedQuasiparticle
```

```lean
#print axioms LinearisedQuasiparticle.linearisedEnergy_lt
#print axioms LinearisedQuasiparticle.lt_linearisedEnergy
#print axioms LinearisedQuasiparticle.iterate_tendsto
#print axioms LinearisedQuasiparticle.overshoot_example
```

```
'LinearisedQuasiparticle.linearisedEnergy_lt' depends on axioms: [propext, Classical.choice, Quot.sound]
'LinearisedQuasiparticle.lt_linearisedEnergy' depends on axioms: [propext, Classical.choice, Quot.sound]
'LinearisedQuasiparticle.iterate_tendsto' depends on axioms: [propext, Classical.choice, Quot.sound]
'LinearisedQuasiparticle.overshoot_example' depends on axioms: [propext, Classical.choice, Quot.sound]
```

**How the lemmas divide the work.** `hasDerivAt_selfEnergy` differentiates each term by the quotient rule and adds the results. `weight_eq` and `weight_pos_le_one` turn this into the formula and the bounds for $Z$.

In `linearisation_error`, `hZ` is the identity $Z(1+L)=1$, and `key` is the one-pole algebra summed over $k$, settled by `field_simp` and `ring`. The final `linear_combination` uses `hZ` and `hroot` just as the derivation does.

`linearisedEnergy_lt` shows that each term is positive with `positivity`, then sums them and multiplies by $Z>0$. `lt_linearisedEnergy` does the same with the negated terms for energies below the poles.

`linearised_step` bounds each term through $(w_*-w_0)/(w_*-d_k)\le1$, which is `hq`. `iterate_bound` is an induction on the number of steps, in which `hmono` says that the weight has not decreased since the start. `iterate_tendsto` squeezes the iterates between $w_*$ minus the geometric bound and $w_*$. `overshoot_example` evaluates the step from $2$ to $-2/5$.
